# Separate second-order energies bound the Coulomb–Breit cross term of a non-degenerate ground state

If the second-order energies of Coulomb correlation and of the Breit interaction are computed separately and added, the term in which each perturbation acts once is missing, and the sum alone does not show how large it is. For Hermitian perturbations of a non-degenerate ground state in a finite basis, the two separate energies limit its size.

```lean
import Mathlib

open Matrix

namespace CoulombBreitSecondOrder

noncomputable section

variable {ι : Type*} [Fintype ι] [DecidableEq ι]

/-- Second-order energy functional of two perturbations `X`, `Y` for the state `g`, as a sum over
the other eigenstates; its domain is levels with `E n ≠ E g` for `n ≠ g`. -/
def secondOrder (E : ι → ℝ) (g : ι) (X Y : Matrix ι ι ℂ) : ℝ :=
  ∑ n ∈ Finset.univ.erase g, (X g n * Y n g).re / (E g - E n)

variable {E : ι → ℝ} {g : ι} {C B X : Matrix ι ι ℂ}

/-- Let no other level coincide with that of `g`. If `ψ` has no component on `g` and solves the
first-order Schrödinger equation for the perturbation `C`, then the second-order functional of
`B` and `C` is the real part of the matrix element of `B` between `g` and `ψ`. -/
theorem secondOrder_eq_firstOrder_state (hE : ∀ n, n ≠ g → E n ≠ E g) (ψ : ι → ℂ)
    (hg : ψ g = 0)
    (hψ : diagonal (fun n => ((E g - E n : ℝ) : ℂ)) *ᵥ ψ
      = C *ᵥ Pi.single g 1 - C g g • Pi.single g 1) :
    secondOrder E g B C = ((B *ᵥ ψ) g).re := by
  -- the component of `ψ` on `g` drops out of the matrix element
  have hsum : (B *ᵥ ψ) g = ∑ n ∈ Finset.univ.erase g, B g n * ψ n := by
    change ∑ n, B g n * ψ n = _
    exact (Finset.add_sum_erase _ (fun n => B g n * ψ n) (Finset.mem_univ g)).symm.trans
      (by simp [hg])
  rw [hsum, Complex.re_sum]
  unfold secondOrder
  refine Finset.sum_congr rfl fun n hn => ?_
  have hn' : n ≠ g := Finset.ne_of_mem_erase hn
  -- the first-order equation, read off on the eigenstate `n`
  have h : ((E g - E n : ℝ) : ℂ) * ψ n = C n g := by
    simpa [Matrix.mulVec_diagonal, Pi.single_apply, hn'] using congrFun hψ n
  rw [← h, div_eq_iff (sub_ne_zero.2 (hE n hn').symm)]
  simp only [Complex.mul_re, Complex.mul_im, Complex.ofReal_re, Complex.ofReal_im]
  ring

omit [Fintype ι] [DecidableEq ι] in
/-- A real mixture of two Hermitian perturbations is Hermitian. -/
theorem isHermitian_mix (hC : C.IsHermitian) (hB : B.IsHermitian) (a b : ℝ) :
    (a • C + b • B).IsHermitian :=
  Matrix.IsHermitian.ext fun i j => by
    simp only [Matrix.add_apply, Matrix.smul_apply, star_add, star_smul, star_trivial,
      hC.apply, hB.apply]

/-- For Hermitian `C` and `B`, the second-order energy of the mixture `a C + b B` is a quadratic
form in the real strengths `a` and `b`. -/
theorem secondOrder_mix (hC : C.IsHermitian) (hB : B.IsHermitian) (a b : ℝ) :
    secondOrder E g (a • C + b • B) (a • C + b • B) =
      a ^ 2 * secondOrder E g C C + 2 * a * b * secondOrder E g C B
        + b ^ 2 * secondOrder E g B B := by
  unfold secondOrder
  rw [Finset.mul_sum, Finset.mul_sum, Finset.mul_sum, ← Finset.sum_add_distrib,
    ← Finset.sum_add_distrib]
  refine Finset.sum_congr rfl fun n _ => ?_
  -- Hermiticity makes the two cross terms equal
  simp only [Matrix.add_apply, Matrix.smul_apply]
  rw [← hC.apply g n, ← hB.apply g n]
  simp only [Complex.star_def, Complex.real_smul, Complex.add_re, Complex.add_im,
    Complex.mul_re, Complex.mul_im, Complex.conj_re, Complex.conj_im, Complex.ofReal_re,
    Complex.ofReal_im]
  ring

/-- For Hermitian `C` and `B`, the second-order energy of `C + B` is the sum of the two separate
second-order energies and twice the cross term. -/
theorem secondOrder_add (hC : C.IsHermitian) (hB : B.IsHermitian) :
    secondOrder E g (C + B) (C + B) =
      secondOrder E g C C + 2 * secondOrder E g C B + secondOrder E g B B := by
  simpa using secondOrder_mix (E := E) (g := g) hC hB 1 1

/-- For a Hermitian perturbation, the second-order energy is the sum of squared moduli of the
couplings to `g`, each divided by its energy denominator. -/
theorem secondOrder_self (hX : X.IsHermitian) :
    secondOrder E g X X =
      ∑ n ∈ Finset.univ.erase g, Complex.normSq (X n g) / (E g - E n) := by
  unfold secondOrder
  refine Finset.sum_congr rfl fun n _ => ?_
  rw [← hX.apply g n]
  congr 1
  simp only [Complex.star_def, Complex.mul_re, Complex.conj_re, Complex.conj_im,
    Complex.normSq_apply]
  ring

/-- If `g` is the non-degenerate ground state, a Hermitian perturbation never raises the energy
in second order. -/
theorem secondOrder_self_nonpos (hE : ∀ n, n ≠ g → E g < E n) (hX : X.IsHermitian) :
    secondOrder E g X X ≤ 0 := by
  rw [secondOrder_self hX]
  exact Finset.sum_nonpos fun n hn => div_nonpos_of_nonneg_of_nonpos (Complex.normSq_nonneg _)
    (sub_neg.2 (hE n (Finset.ne_of_mem_erase hn))).le

/-- If `g` is the non-degenerate ground state, the second-order energy of a Hermitian perturbation
vanishes exactly when the perturbation couples `g` to no other eigenstate. -/
theorem secondOrder_self_eq_zero_iff (hE : ∀ n, n ≠ g → E g < E n) (hX : X.IsHermitian) :
    secondOrder E g X X = 0 ↔ ∀ n, n ≠ g → X n g = 0 := by
  rw [secondOrder_self hX]
  constructor
  · intro h n hn
    have hterm := (Finset.sum_eq_zero_iff_of_nonpos fun m hm =>
      div_nonpos_of_nonneg_of_nonpos (Complex.normSq_nonneg _)
        (sub_neg.2 (hE m (Finset.ne_of_mem_erase hm))).le).1 h n
      (Finset.mem_erase.2 ⟨hn, Finset.mem_univ n⟩)
    rcases div_eq_zero_iff.1 hterm with h0 | h0
    · exact Complex.normSq_eq_zero.1 h0
    · exact absurd h0 (sub_neg.2 (hE n hn)).ne
  · intro h
    exact Finset.sum_eq_zero fun n hn => by simp [h n (Finset.ne_of_mem_erase hn)]

/-- If `g` is the non-degenerate ground state and `C`, `B` are Hermitian, the square of the
Coulomb-Breit cross term is at most the product of the two separate second-order energies. -/
theorem coulomb_breit_cross_bound (hE : ∀ n, n ≠ g → E g < E n)
    (hC : C.IsHermitian) (hB : B.IsHermitian) :
    secondOrder E g C B ^ 2 ≤ secondOrder E g C C * secondOrder E g B B := by
  by_cases hb : secondOrder E g B B = 0
  · -- without Breit couplings the cross term vanishes
    have hz := (secondOrder_self_eq_zero_iff hE hB).1 hb
    have h0 : secondOrder E g C B = 0 :=
      Finset.sum_eq_zero fun n hn => by simp [hz n (Finset.ne_of_mem_erase hn)]
    rw [h0, hb]
    norm_num
  · have hneg := lt_of_le_of_ne (secondOrder_self_nonpos hE hB) hb
    -- the mixture that makes the quadratic form extremal
    have hq := secondOrder_self_nonpos hE
      (isHermitian_mix hC hB (secondOrder E g B B) (-secondOrder E g C B))
    rw [secondOrder_mix hC hB] at hq
    refine le_of_not_gt fun hlt => ?_
    have hp := mul_pos_of_neg_of_neg hneg (sub_neg.2 hlt)
    nlinarith

/-- For a non-degenerate ground state `g` and Hermitian `C`, `B`, the cross-term bound is an
equality exactly when the couplings of `C` and `B` to `g` are linearly dependent over the reals. -/
theorem cross_bound_eq_iff (hE : ∀ n, n ≠ g → E g < E n)
    (hC : C.IsHermitian) (hB : B.IsHermitian) :
    secondOrder E g C B ^ 2 = secondOrder E g C C * secondOrder E g B B ↔
      ∃ a b : ℝ, (a ≠ 0 ∨ b ≠ 0) ∧ ∀ n, n ≠ g → a • C n g + b • B n g = 0 := by
  constructor
  · intro h
    by_cases hb : secondOrder E g B B = 0
    · exact ⟨0, 1, Or.inr one_ne_zero, fun n hn => by
        simp [(secondOrder_self_eq_zero_iff hE hB).1 hb n hn]⟩
    · refine ⟨secondOrder E g B B, -secondOrder E g C B, Or.inl hb, fun n hn => ?_⟩
      have hq := secondOrder_mix (E := E) (g := g) hC hB
        (secondOrder E g B B) (-secondOrder E g C B)
      have h0 := (secondOrder_self_eq_zero_iff hE (isHermitian_mix hC hB _ _)).1
        (hq.trans (by linear_combination (-secondOrder E g B B) * h)) n hn
      simpa only [Matrix.add_apply, Matrix.smul_apply] using h0
  · rintro ⟨a, b, hab, h⟩
    have hq := (secondOrder_self_eq_zero_iff hE (isHermitian_mix hC hB a b)).2 fun n hn => by
      simpa only [Matrix.add_apply, Matrix.smul_apply] using h n hn
    rw [secondOrder_mix hC hB] at hq
    refine le_antisymm (coulomb_breit_cross_bound hE hC hB) (le_of_not_gt fun hlt => ?_)
    have hd := sub_pos.2 hlt
    -- complete the square in the strength that may vanish
    rcases hab with ha | hb
    · have hp := mul_pos (pow_pos (abs_pos.2 ha) 2) hd
      rw [sq_abs] at hp
      have hs := sq_nonneg (a * secondOrder E g C B + b * secondOrder E g B B)
      have he := congrArg (fun t => secondOrder E g B B * t) hq
      simp only [mul_zero] at he
      linarith
    · have hp := mul_pos (pow_pos (abs_pos.2 hb) 2) hd
      rw [sq_abs] at hp
      have hs := sq_nonneg (a * secondOrder E g C C + b * secondOrder E g C B)
      have he := congrArg (fun t => secondOrder E g C C * t) hq
      simp only [mul_zero] at he
      linarith

/-- For a non-degenerate ground state and Hermitian `C`, `B`, the square root of the second-order
lowering by `C + B` is at most the sum of the square roots of the separate lowerings. -/
theorem sqrt_lowering_add_le (hE : ∀ n, n ≠ g → E g < E n)
    (hC : C.IsHermitian) (hB : B.IsHermitian) :
    √(-secondOrder E g (C + B) (C + B)) ≤
      √(-secondOrder E g C C) + √(-secondOrder E g B B) := by
  have h1 := Real.sq_sqrt (neg_nonneg.2 (secondOrder_self_nonpos hE hC))
  have h2 := Real.sq_sqrt (neg_nonneg.2 (secondOrder_self_nonpos hE hB))
  have hcross : |secondOrder E g C B| ≤
      √(-secondOrder E g C C) * √(-secondOrder E g B B) := by
    refine abs_le_of_sq_le_sq ?_ (by positivity)
    rw [mul_pow, h1, h2, neg_mul_neg]
    exact coulomb_breit_cross_bound hE hC hB
  rw [secondOrder_add hC hB]
  refine Real.sqrt_le_iff.2 ⟨by positivity, ?_⟩
  have h3 := neg_le_abs (secondOrder E g C B)
  nlinarith

end

end CoulombBreitSecondOrder
```

```lean
#print axioms CoulombBreitSecondOrder.secondOrder_eq_firstOrder_state
-- 'CoulombBreitSecondOrder.secondOrder_eq_firstOrder_state' depends on axioms: [propext, Classical.choice, Quot.sound]
#print axioms CoulombBreitSecondOrder.coulomb_breit_cross_bound
-- 'CoulombBreitSecondOrder.coulomb_breit_cross_bound' depends on axioms: [propext, Classical.choice, Quot.sound]
#print axioms CoulombBreitSecondOrder.cross_bound_eq_iff
-- 'CoulombBreitSecondOrder.cross_bound_eq_iff' depends on axioms: [propext, Classical.choice, Quot.sound]
#print axioms CoulombBreitSecondOrder.sqrt_lowering_add_le
-- 'CoulombBreitSecondOrder.sqrt_lowering_add_le' depends on axioms: [propext, Classical.choice, Quot.sound]
```

## The atom as levels and couplings

The unperturbed Hamiltonian $H_0$ has a finite orthonormal basis of eigenstates, labelled by the type `ι`, with real levels $E_n$ (`E n`). One of them, $g$, is the reference state. The matrices $C$ and $B$ hold the matrix elements of two perturbations in this eigenbasis. $C$ stands for the part of the Coulomb repulsion that $H_0$ leaves out, and $B$ for the Breit operator, which describes the magnetic and retardation corrections to the repulsion between electrons. The theorems use nothing about them except Hermiticity, `IsHermitian`, so they hold for any two Hermitian perturbations.

The function `secondOrder E g X Y` is

$$S(X,Y)=\sum_{n\neq g}\frac{\mathrm{Re}(X_{gn}Y_{ng})}{E_g-E_n}.$$

The set `Finset.univ.erase g` removes the reference state from the sum. This expression is taken as the definition of the second-order energy and is not derived from the exact eigenvalues of $H_0+C+B$. The first-order energies $C_{gg}$ and $B_{gg}$ do not enter it.

From `secondOrder_self_nonpos` onwards, the theorems assume `∀ n, n ≠ g → E g < E n`: the reference state is the lowest level and no other state shares its energy. Continuum states, degenerate ground states and higher orders are not covered. Nor is a relativistic sum that includes states with electrons in negative-energy orbitals, since such states can lie at or below the reference level.

## The same number from a first-order wavefunction

Second-order energies are often computed from a perturbed wavefunction instead of a sum over states. Let $\psi$ have no component on $g$ and solve

$$(E_g-H_0)\psi=(C-C_{gg})\,|g\rangle .$$

In Lean, $|g\rangle$ is the unit vector `Pi.single g 1`, and $E_g-H_0$ is a diagonal matrix. For $n\neq g$, component $n$ of the equation reads $(E_g-E_n)\psi_n=C_{ng}$. Therefore

$$\mathrm{Re}\,(B\psi)_g=\sum_{n\neq g}\mathrm{Re}(B_{gn}\psi_n)=\sum_{n\neq g}\frac{\mathrm{Re}(B_{gn}C_{ng})}{E_g-E_n}=S(B,C).$$

This is `secondOrder_eq_firstOrder_state`. It needs only $E_n\neq E_g$ for $n\neq g$, which permits the division, and it takes $\psi$ as given. The proof removes the $g$ component from the matrix element and then compares the sums term by term.

## A quadratic form in the two strengths

Let the perturbation be $aC+bB$ with real strengths $a$ and $b$. Hermiticity gives $C_{gn}=\overline{C_{ng}}$ and $B_{gn}=\overline{B_{ng}}$, so the two mixed products have the same real part. Each numerator becomes

$$a^2|C_{ng}|^2+2ab\,\mathrm{Re}(C_{gn}B_{ng})+b^2|B_{ng}|^2 .$$

Write $P=S(C,C)$, $Q=S(C,B)$ and $R=S(B,B)$. Dividing by the denominators and summing gives `secondOrder_mix`:

$$S(aC+bB,\,aC+bB)=a^2P+2ab\,Q+b^2R .$$

Setting $a=b=1$ gives `secondOrder_add`, in which the contribution missing from the separate energies is $2Q$.

For a single Hermitian $X$, `secondOrder_self` writes the energy as

$$S(X,X)=\sum_{n\neq g}\frac{|X_{ng}|^2}{E_g-E_n}.$$

For a non-degenerate ground state every denominator is negative, so $S(X,X)\le 0$; this is `secondOrder_self_nonpos`. A sum of non-positive terms vanishes only if each term does, so $S(X,X)=0$ exactly when $X_{ng}=0$ for all $n\neq g$. This is `secondOrder_self_eq_zero_iff`.

## One mixture gives the bound

The theorem `coulomb_breit_cross_bound` states $Q^2\le PR$. Its proof has two cases.

If $R=0$, then $B$ does not couple $g$ to any other state. Every term of $Q$ contains such a coupling, so $Q=0$ and the bound reads $0\le 0$.

If $R<0$, choose the strengths $a=R$ and $b=-Q$. The mixture is Hermitian by `isHermitian_mix`, so its second-order energy cannot be positive:

$$R^2P-2RQ^2+Q^2R=R\,(PR-Q^2)\le 0 .$$

Since $R$ is negative, $PR-Q^2\ge 0$. Lean argues by contradiction: if $PR<Q^2$, the product $R(PR-Q^2)$ would be positive, and `nlinarith` finds the conflict with the inequality above.

This is the Cauchy–Schwarz inequality for the form $-S$, which may vanish on perturbations that are not zero.

## When the bound is reached

By `cross_bound_eq_iff`, $Q^2=PR$ holds exactly when there are real $a,b$, not both zero, with $aC_{ng}+bB_{ng}=0$ for every $n\neq g$.

Suppose first that $Q^2=PR$. If $R=0$, the choice $a=0$, $b=1$ works. Otherwise the mixture with $a=R$, $b=-Q$ has energy $R(PR-Q^2)=0$, so all its couplings to $g$ vanish.

Conversely, suppose that the couplings of a mixture vanish. Then $a^2P+2abQ+b^2R=0$. Multiplying by $R$ or by $P$ and completing the square gives

$$a^2(PR-Q^2)+(aQ+bR)^2=0,\qquad b^2(PR-Q^2)+(aP+bQ)^2=0 .$$

If $PR-Q^2$ were positive, the first equation would fail for $a\neq 0$ and the second for $b\neq 0$. Lean splits into the same two cases.

The dependence must be over the reals. With a single excited state, $C_{ng}=1$ and $B_{ng}=i$ give $Q=0$ although $PR>0$.

## Square roots of the lowerings

The lowering caused by $X$ is $-S(X,X)\ge 0$. The bound gives $|Q|\le\sqrt{-P}\,\sqrt{-R}$, and hence

$$-S(C+B,C+B)=-P-R-2Q\le\left(\sqrt{-P}+\sqrt{-R}\right)^2 .$$

Taking square roots gives `sqrt_lowering_add_le`. In Lean, `hcross` is the bound on $|Q|$, and `Real.sqrt_le_iff` reduces the claim to the squared inequality.

For electronic-structure calculations in a finite basis, the bound on $|Q|$ means that the sum of the separate second-order energies of a non-degenerate ground state differs from the second-order energy of $C+B$ by at most $2\sqrt{PR}$. Both energies must use the same $H_0$ and the same eigenstates, none of them with electrons in negative-energy orbitals.

## Three levels with numbers

Take levels $0,1,2$ in some energy unit, with $g$ the lowest, and real couplings $C_{1g}=C_{2g}=0.2$, $B_{1g}=0.01$ and $B_{2g}=0.02$. Then

$$P=-0.04-0.02=-0.06,\qquad R=-0.0001-0.0002=-0.0003,$$

$$Q=-0.002-0.002=-0.004 .$$

The bound holds, since $Q^2=1.6\times10^{-5}$ and $PR=1.8\times10^{-5}$. The separate energies add to $-0.0603$, while the full second-order energy is $-0.0683$. The missing $2Q=-0.008$ is far larger in magnitude than the Breit term $R$, but within the limit $2\sqrt{PR}\approx 0.0085$.

## An excited reference state can break the bound

Let the reference level be $E_g=0$, with one level above it, $E_1=1$, and one below, $E_2=-1$. Take $C_{1g}=C_{2g}=1$, $B_{1g}=1$ and $B_{2g}=0$. The two terms of $P$ now have opposite signs:

$$P=-1+1=0,\qquad R=-1,\qquad Q=-1 .$$

Thus $Q^2=1$ while $PR=0$. Both matrices can be chosen Hermitian and no denominator vanishes; only the assumption that $g$ is the lowest level has been given up.
